# An upward scissor shift lowers C6 more at fixed oscillator strengths than at fixed transition dipoles

## Two C6 values from one shifted spectrum

The same excitation list and the same scissor shift gave me two different dispersion coefficients, and I spent a day looking for a bug. My excitation energies are too low, so I raise them all by a constant and recompute $C_6$ from the sum over states. If I keep the squared transition dipoles, $C_6$ drops from 7.5 to 6.0. If I keep the oscillator strengths, it drops to 3.75. Before the shift both formulas agreed. Is the second value always the lower one, and how far apart can the two be?

## One energy ratio against three

There need not be a bug. For positive excitation energies and an upward shift, the order is always the one you found, provided each molecule has at least one transition with a non-zero dipole. An oscillator strength contains the excitation energy, so freezing it while the energy rises makes the dipole shrink.

Let molecule A have excitation energies $a_m>0$ and squared transition dipoles $p_m\ge 0$ (all three Cartesian components summed), and let molecule B have $b_n$ and $q_n$. In atomic units the isotropic coefficient is

$$C_6=\frac23\sum_{m,n}\frac{p_mq_n}{a_m+b_n}.$$

The oscillator strengths are $f_m=\frac23a_mp_m$ and $g_n=\frac23b_nq_n$. Substituting $p_m=3f_m/(2a_m)$ and $q_n=3g_n/(2b_n)$ gives

$$C_6=\frac32\sum_{m,n}\frac{f_mg_n}{a_mb_n(a_m+b_n)}.$$

Now raise A's energies by $s>0$ and B's by $t\ge0$. With the dipoles fixed, only the denominator changes:

$$C_6^{\rm dip}=\frac23\sum_{m,n}\frac{p_mq_n}{a_m+b_n+s+t}.$$

With $f_m$ and $g_n$ fixed at their old values, the second formula becomes

$$C_6^{\rm osc}=\frac23\sum_{m,n}p_mq_n\,\frac{a_mb_n}{(a_m+s)(b_n+t)(a_m+b_n+s+t)}.$$

Since $(a_m+s)(b_n+t)-a_mb_n=sb_n+ta_m+st>0$, each kernel in $C_6^{\rm osc}$ is smaller than the one in $C_6^{\rm dip}$. That one is in turn smaller than $1/(a_m+b_n)$. The weights $p_mq_n$ are nonnegative and at least one is positive, so

$$C_6^{\rm osc}<C_6^{\rm dip}<C_6.$$

For the size of the effect, take a common shift $s=t$ and write $r(w)=w/(w+s)$. Because $r\big(\tfrac{a+b}2\big)=\frac{a+b}{a+b+2s}$, the two kernels are

$$\frac{1}{a+b+2s}=r\big(\tfrac{a+b}2\big)\frac1{a+b},\qquad
\frac{ab}{(a+s)(b+s)(a+b+2s)}=r(a)\,r(b)\,r\big(\tfrac{a+b}2\big)\frac1{a+b}.$$

For $0<x\le y$ we have $r(y)-r(x)=\frac{s(y-x)}{(x+s)(y+s)}\ge0$. If all energies of both molecules lie between $g>0$ and $G$, so does each mean $(a+b)/2$, and therefore

$$r(g)\,C_6\le C_6^{\rm dip}\le r(G)\,C_6,\qquad r(g)^3C_6\le C_6^{\rm osc}\le r(G)^3C_6.$$

If every transition has the same energy $w$, the factors are exactly $r(w)$ and $r(w)^3$.

### Your three values, from one transition on each molecule

Take $a=0.3$, $b=0.5$, $p=q=3$ and $s=t=0.1$, all in atomic units.

- Unshifted: $\frac23\cdot 9/0.8=7.5$.
- Fixed dipoles: $6/1.0=6.0$.
- Fixed strengths, $f=0.6$ and $g_1=1.0$: $\frac32\cdot0.6/(0.4\cdot0.6\cdot1.0)=3.75$.

The factors are 0.8 and 0.5. With energies between 0.3 and 0.5, the bounds are 0.75 and 0.833 for the first, 0.422 and 0.579 for the second.

### Strengths computed before the shift, energies taken after it

In the Lean code below, the finite types `M` and `N` label the transitions of the two molecules. `c6Dip` and `c6Osc` are the two sums over states, `oscStrength` is $\frac23a_mp_m$, and `gapRatio s w` is $r(w)$. Three names need care: `p` is a squared dipole and not a momentum, `scissor` acts on excitation energies and not on orbital energies, and `g` is a strength in `c6Osc` but the lower energy bound in the later theorems.

The physical distinction sits in the arguments. `c6Dip p (scissor s a) q (scissor t b)` keeps the dipoles. In `c6Osc (oscStrength a p) (scissor s a) (oscStrength b q) (scissor t b)` the strengths come from the old energies `a` and `b`, and only the energies in the denominator are shifted.

The theorem `c6_scissor_lt` states the two strict inequalities. Its hypotheses `hp'` and `hq'` say that each molecule has a bright transition, which also rules out an empty list. `c6Dip_scissor_bounds` and `c6Osc_scissor_bounds` give the linear and cubic bounds for a common shift $s\ge0$, and `single_energy_scaling` gives the exact laws.

The model has finitely many discrete transitions and no continuum. Applying it to a real molecule assumes that such a list represents the spectrum well enough, and that the correction is a rigid shift which leaves either the dipoles or the strengths unchanged. A shift operator that moves the levels but keeps the states leaves the dipoles alone; keeping the strengths preserves their sum. The theorems compare these two prescriptions and do not say which suits your molecule.

```lean
import Mathlib

open Finset

namespace ScissorDispersion

noncomputable section

variable {M N : Type*} [Fintype M] [Fintype N]

/-- Isotropic C6 coefficient (atomic units) from squared transition dipoles `p`, `q` and
excitation energies `a`, `b` of two molecules; the domain is positive energies. -/
def c6Dip (p a : M → ℝ) (q b : N → ℝ) : ℝ :=
  2 / 3 * ∑ m, ∑ n, p m * q n * (1 / (a m + b n))

/-- Isotropic C6 coefficient (atomic units) from oscillator strengths `f`, `g` and
excitation energies `a`, `b` of two molecules; the domain is positive energies. -/
def c6Osc (f a : M → ℝ) (g b : N → ℝ) : ℝ :=
  3 / 2 * ∑ m, ∑ n, f m * g n / (a m * b n * (a m + b n))

/-- Oscillator strengths of transitions with energies `a` and squared dipoles `p`. -/
def oscStrength (a p : M → ℝ) (m : M) : ℝ := 2 / 3 * a m * p m

/-- Scissor correction: every excitation energy is raised by the same amount `s`. -/
def scissor (s : ℝ) (a : M → ℝ) (m : M) : ℝ := a m + s

/-- The ratio of an excitation energy `w` to its shifted value `w + s`;
the domain is `w + s ≠ 0`. -/
def gapRatio (s w : ℝ) : ℝ := w / (w + s)

/-- For nonnegative weights, an inequality between scaled pair kernels carries over
to the weighted sums over pairs of transitions. -/
theorem pair_sum_le {p : M → ℝ} {q : N → ℝ} {K L : M → N → ℝ} {c d : ℝ}
    (hp : ∀ m, 0 ≤ p m) (hq : ∀ n, 0 ≤ q n) (h : ∀ m n, c * K m n ≤ d * L m n) :
    c * ∑ m, ∑ n, p m * q n * K m n ≤ d * ∑ m, ∑ n, p m * q n * L m n := by
  simp only [Finset.mul_sum]
  refine Finset.sum_le_sum fun m _ => Finset.sum_le_sum fun n _ => ?_
  have := mul_le_mul_of_nonneg_left (h m n) (mul_nonneg (hp m) (hq n))
  linarith

/-- For nonnegative weights, not all zero on either molecule, a strict inequality between
pair kernels carries over to the weighted sums. -/
theorem pair_sum_lt {p : M → ℝ} {q : N → ℝ} {K L : M → N → ℝ}
    (hp : ∀ m, 0 ≤ p m) (hq : ∀ n, 0 ≤ q n) (hp' : ∃ m, 0 < p m) (hq' : ∃ n, 0 < q n)
    (h : ∀ m n, K m n < L m n) :
    ∑ m, ∑ n, p m * q n * K m n < ∑ m, ∑ n, p m * q n * L m n := by
  obtain ⟨m₀, hm⟩ := hp'
  obtain ⟨n₀, hn⟩ := hq'
  have hle : ∀ m n, p m * q n * K m n ≤ p m * q n * L m n := fun m n =>
    mul_le_mul_of_nonneg_left (h m n).le (mul_nonneg (hp m) (hq n))
  -- the pair of bright transitions makes the inequality strict
  exact Finset.sum_lt_sum (fun m _ => Finset.sum_le_sum fun n _ => hle m n)
    ⟨m₀, Finset.mem_univ _, Finset.sum_lt_sum (fun n _ => hle m₀ n)
      ⟨n₀, Finset.mem_univ _, mul_lt_mul_of_pos_left (h m₀ n₀) (mul_pos hm hn)⟩⟩

/-- For positive excitation energies, the oscillator-strength and dipole formulas give the
same C6 coefficient. -/
theorem c6Osc_oscStrength (p a : M → ℝ) (q b : N → ℝ)
    (ha : ∀ m, 0 < a m) (hb : ∀ n, 0 < b n) :
    c6Osc (oscStrength a p) a (oscStrength b q) b = c6Dip p a q b := by
  simp only [c6Osc, c6Dip, oscStrength, Finset.mul_sum]
  refine Finset.sum_congr rfl fun m _ => Finset.sum_congr rfl fun n _ => ?_
  have h1 := ha m
  have h2 := hb n
  have e : a m * b n / (a m * b n * (a m + b n)) = 1 / (a m + b n) := by
    field_simp
  linear_combination (2 / 3 * p m * q n) * e

/-- The C6 coefficient with shifted energies and unshifted oscillator strengths, written
in terms of the original squared dipoles. -/
theorem c6Osc_scissor (p a : M → ℝ) (q b : N → ℝ) (s t : ℝ) :
    c6Osc (oscStrength a p) (scissor s a) (oscStrength b q) (scissor t b) =
      2 / 3 * ∑ m, ∑ n, p m * q n *
        (a m * b n / ((a m + s) * (b n + t) * (a m + s + (b n + t)))) := by
  simp only [c6Osc, oscStrength, scissor, Finset.mul_sum]
  refine Finset.sum_congr rfl fun m _ => Finset.sum_congr rfl fun n _ => ?_
  ring

/-- Let two molecules have positive excitation energies and nonnegative squared dipoles, not
all zero on either one. Scissor shifts `s > 0` and `t ≥ 0` lower C6 at fixed dipoles, and
lower it further at fixed oscillator strengths. -/
theorem c6_scissor_lt {p a : M → ℝ} {q b : N → ℝ} {s t : ℝ}
    (hp : ∀ m, 0 ≤ p m) (hq : ∀ n, 0 ≤ q n) (hp' : ∃ m, 0 < p m) (hq' : ∃ n, 0 < q n)
    (ha : ∀ m, 0 < a m) (hb : ∀ n, 0 < b n) (hs : 0 < s) (ht : 0 ≤ t) :
    c6Osc (oscStrength a p) (scissor s a) (oscStrength b q) (scissor t b)
        < c6Dip p (scissor s a) q (scissor t b) ∧
      c6Dip p (scissor s a) q (scissor t b) < c6Dip p a q b := by
  -- fixed strengths shrink the dipoles as well
  have h1 : ∀ m n, a m * b n / ((a m + s) * (b n + t) * (a m + s + (b n + t)))
      < 1 / (a m + s + (b n + t)) := by
    intro m n
    have h2 := ha m
    have h3 := hb n
    have hZ : 0 < a m + s + (b n + t) := by positivity
    have h4 : a m * b n < (a m + s) * (b n + t) := by
      nlinarith [mul_pos hs h3, mul_nonneg h2.le ht, mul_nonneg hs.le ht]
    rw [div_lt_div_iff₀ (by positivity) hZ, one_mul]
    exact mul_lt_mul_of_pos_right h4 hZ
  -- the shift enlarges the energy denominator
  have h5 : ∀ m n, 1 / (a m + s + (b n + t)) < 1 / (a m + b n) := fun m n =>
    one_div_lt_one_div_of_lt (add_pos (ha m) (hb n)) (by linarith)
  have k1 := pair_sum_lt hp hq hp' hq' h1
  have k2 := pair_sum_lt hp hq hp' hq' h5
  rw [c6Osc_scissor]
  simp only [c6Dip, scissor]
  constructor <;> linarith

/-- For a shift `s ≥ 0`, the ratio of original to shifted energy does not decrease as the
positive excitation energy grows. -/
theorem gapRatio_mono {s x y : ℝ} (hs : 0 ≤ s) (hx : 0 < x) (hxy : x ≤ y) :
    gapRatio s x ≤ gapRatio s y := by
  have hy : 0 < y := lt_of_lt_of_le hx hxy
  unfold gapRatio
  rw [div_le_div_iff₀ (by positivity) (by positivity)]
  nlinarith [mul_le_mul_of_nonneg_right hxy hs]

/-- For positive energies and a common shift `s ≥ 0`, the pair kernel acquires one energy
ratio at fixed dipoles and three at fixed oscillator strengths. -/
theorem kernel_factor {a b s : ℝ} (ha : 0 < a) (hb : 0 < b) (hs : 0 ≤ s) :
    1 / (a + s + (b + s)) = gapRatio s ((a + b) / 2) * (1 / (a + b)) ∧
      a * b / ((a + s) * (b + s) * (a + s + (b + s))) =
        gapRatio s a * gapRatio s b * gapRatio s ((a + b) / 2) * (1 / (a + b)) := by
  have h : gapRatio s ((a + b) / 2) = (a + b) / (a + s + (b + s)) := by
    unfold gapRatio
    rw [div_eq_div_iff (by positivity) (by positivity)]
    ring
  have k : 1 / (a + s + (b + s)) = gapRatio s ((a + b) / 2) * (1 / (a + b)) := by
    rw [h]
    field_simp
  refine ⟨k, ?_⟩
  rw [mul_assoc (gapRatio s a * gapRatio s b), ← k]
  unfold gapRatio
  rw [div_mul_div_comm, div_mul_div_comm, mul_one]

/-- If all excitation energies lie between `g > 0` and `G`, a common shift `s ≥ 0` at fixed dipoles
scales C6 by a factor between the energy ratios of `g` and `G`, provided the squared dipoles are
nonnegative. -/
theorem c6Dip_scissor_bounds {p a : M → ℝ} {q b : N → ℝ} {s g G : ℝ}
    (hp : ∀ m, 0 ≤ p m) (hq : ∀ n, 0 ≤ q n) (hs : 0 ≤ s) (hg : 0 < g)
    (ha : ∀ m, g ≤ a m ∧ a m ≤ G) (hb : ∀ n, g ≤ b n ∧ b n ≤ G) :
    gapRatio s g * c6Dip p a q b ≤ c6Dip p (scissor s a) q (scissor s b) ∧
      c6Dip p (scissor s a) q (scissor s b) ≤ gapRatio s G * c6Dip p a q b := by
  have h : ∀ m n, gapRatio s g * (1 / (a m + b n)) ≤ 1 * (1 / (a m + s + (b n + s))) ∧
      1 * (1 / (a m + s + (b n + s))) ≤ gapRatio s G * (1 / (a m + b n)) := by
    intro m n
    obtain ⟨a1, a2⟩ := ha m
    obtain ⟨b1, b2⟩ := hb n
    have a0 : 0 < a m := by linarith
    have b0 : 0 < b n := by linarith
    have hk : 0 ≤ 1 / (a m + b n) := by positivity
    rw [one_mul, (kernel_factor a0 b0 hs).1]
    exact ⟨mul_le_mul_of_nonneg_right (gapRatio_mono hs hg (by linarith)) hk,
      mul_le_mul_of_nonneg_right (gapRatio_mono hs (by linarith) (by linarith)) hk⟩
  have k1 := pair_sum_le hp hq (fun m n => (h m n).1)
  have k2 := pair_sum_le hp hq (fun m n => (h m n).2)
  simp only [c6Dip, scissor]
  constructor <;> linarith

/-- If all excitation energies lie between `g > 0` and `G`, a common shift `s ≥ 0` at fixed
oscillator strengths scales C6 by a factor between the cubed energy ratios of `g` and `G`, provided
the original squared dipoles are nonnegative. -/
theorem c6Osc_scissor_bounds {p a : M → ℝ} {q b : N → ℝ} {s g G : ℝ}
    (hp : ∀ m, 0 ≤ p m) (hq : ∀ n, 0 ≤ q n) (hs : 0 ≤ s) (hg : 0 < g)
    (ha : ∀ m, g ≤ a m ∧ a m ≤ G) (hb : ∀ n, g ≤ b n ∧ b n ≤ G) :
    gapRatio s g ^ 3 * c6Dip p a q b ≤
        c6Osc (oscStrength a p) (scissor s a) (oscStrength b q) (scissor s b) ∧
      c6Osc (oscStrength a p) (scissor s a) (oscStrength b q) (scissor s b) ≤
        gapRatio s G ^ 3 * c6Dip p a q b := by
  have r0 : ∀ x, 0 < x → 0 ≤ gapRatio s x := fun x hx =>
    div_nonneg hx.le (by linarith)
  have cube : ∀ x : ℝ, x ^ 3 = x * x * x := fun x => by ring
  have h : ∀ m n, gapRatio s g ^ 3 * (1 / (a m + b n)) ≤
        1 * (a m * b n / ((a m + s) * (b n + s) * (a m + s + (b n + s)))) ∧
      1 * (a m * b n / ((a m + s) * (b n + s) * (a m + s + (b n + s)))) ≤
        gapRatio s G ^ 3 * (1 / (a m + b n)) := by
    intro m n
    obtain ⟨a1, a2⟩ := ha m
    obtain ⟨b1, b2⟩ := hb n
    have a0 : 0 < a m := by linarith
    have b0 : 0 < b n := by linarith
    have c0 : 0 < (a m + b n) / 2 := by linarith
    have G0 : 0 < G := by linarith
    have hk : 0 ≤ 1 / (a m + b n) := by positivity
    rw [one_mul, (kernel_factor a0 b0 hs).2, cube, cube]
    -- compare the three energy ratios one by one
    exact ⟨mul_le_mul_of_nonneg_right
        (mul_le_mul (mul_le_mul (gapRatio_mono hs hg a1) (gapRatio_mono hs hg b1)
          (r0 _ hg) (r0 _ a0)) (gapRatio_mono hs hg (by linarith))
          (r0 _ hg) (mul_nonneg (r0 _ a0) (r0 _ b0))) hk,
      mul_le_mul_of_nonneg_right
        (mul_le_mul (mul_le_mul (gapRatio_mono hs a0 a2) (gapRatio_mono hs b0 b2)
          (r0 _ b0) (r0 _ G0)) (gapRatio_mono hs c0 (by linarith))
          (r0 _ c0) (mul_nonneg (r0 _ G0) (r0 _ G0))) hk⟩
  have k1 := pair_sum_le hp hq (fun m n => (h m n).1)
  have k2 := pair_sum_le hp hq (fun m n => (h m n).2)
  rw [c6Osc_scissor]
  simp only [c6Dip]
  constructor <;> linarith

/-- When all transitions share one energy `w > 0`, a shift `s ≥ 0` scales C6 by `w / (w + s)`
at fixed dipoles and by its cube at fixed oscillator strengths. -/
theorem single_energy_scaling (p : M → ℝ) (q : N → ℝ) {w s : ℝ} (hw : 0 < w) (hs : 0 ≤ s) :
    c6Dip p (scissor s fun _ => w) q (scissor s fun _ => w) =
        gapRatio s w * c6Dip p (fun _ => w) q (fun _ => w) ∧
      c6Osc (oscStrength (fun _ => w) p) (scissor s fun _ => w)
          (oscStrength (fun _ => w) q) (scissor s fun _ => w) =
        gapRatio s w ^ 3 * c6Dip p (fun _ => w) q (fun _ => w) := by
  obtain ⟨k1, k2⟩ := kernel_factor hw hw hs
  have e : (w + w) / 2 = w := by ring
  rw [e] at k1 k2
  rw [c6Osc_scissor]
  simp only [c6Dip, scissor, Finset.mul_sum]
  constructor
  · refine Finset.sum_congr rfl fun m _ => Finset.sum_congr rfl fun n _ => ?_
    rw [k1]
    ring
  · refine Finset.sum_congr rfl fun m _ => Finset.sum_congr rfl fun n _ => ?_
    rw [k2]
    ring

end

end ScissorDispersion
```

```lean
#print axioms ScissorDispersion.c6_scissor_lt
#print axioms ScissorDispersion.c6Dip_scissor_bounds
#print axioms ScissorDispersion.c6Osc_scissor_bounds
#print axioms ScissorDispersion.single_energy_scaling
```

```
'ScissorDispersion.c6_scissor_lt' depends on axioms: [propext, Classical.choice, Quot.sound]
'ScissorDispersion.c6Dip_scissor_bounds' depends on axioms: [propext, Classical.choice, Quot.sound]
'ScissorDispersion.c6Osc_scissor_bounds' depends on axioms: [propext, Classical.choice, Quot.sound]
'ScissorDispersion.single_energy_scaling' depends on axioms: [propext, Classical.choice, Quot.sound]
```

### From pair kernels to the sums

`pair_sum_le` and `pair_sum_lt` carry an inequality between kernels over to the weighted double sums. In the strict version, the pair of bright transitions supplies the one strictly smaller term, and all other terms are compared with $\le$.

`c6Osc_oscStrength` is the agreement of the two formulas before the shift. `c6Osc_scissor` rewrites the fixed-strength coefficient in the original dipoles, so the kernel with three factors in its denominator is derived from the definitions.

In `c6_scissor_lt`, `h4` is the inequality $ab<(a+s)(b+t)$, which `nlinarith` obtains from the products $sb$, $ta$ and $st$. `h1` turns it into the first kernel inequality by cross-multiplication, and `h5` compares the energy denominators. Two uses of `pair_sum_lt` finish the argument, and `linarith` restores the prefactor $\frac23$.

`gapRatio_mono` shows that $r$ is monotone: after cross-multiplication only $xs\le ys$ is left. `kernel_factor` proves the two factorisations. The dipole bounds then compare a single ratio with $r(g)$ and $r(G)$. The strength bounds compare three ratios one after another with nested `mul_le_mul`, which needs the ratios to be nonnegative; `r0` provides this. For `single_energy_scaling`, setting $a=b=w$ in `kernel_factor` makes all the ratios equal, and the sums are matched term by term.

### The same comparison through polarisabilities

The model could also have started from $C_6=\frac3\pi\int_0^\infty\alpha_A(i\omega)\,\alpha_B(i\omega)\,d\omega$ with $\alpha_A(i\omega)=\sum_m f_m/(a_m^2+\omega^2)$, and likewise for B. The proof would then need an integral over frequency. The first inequality would still hold at each frequency. The second would not: at fixed dipoles a term of $\alpha_A$ is proportional to $x/(x^2+\omega^2)$ with $x=a_m+s$, and this grows with $x$ as long as $x<\omega$. So the decrease of the integral cannot be read off frequency by frequency, whereas in the sum over states every term with a non-zero weight decreases.

For dispersion coefficients computed from a finite list of transitions with a rigid shift, the practical consequence is to report which quantity was held fixed along with the size of the shift. When all transitions of both molecules lie near one energy $w$ and both molecules are shifted by the same $s$, small compared with $w$, the relative loss in $C_6$ is about $s/w$ at fixed dipoles and about $3s/w$ at fixed strengths.
